# In the two-band model with edges ±D, gap states decay fastest at midgap, with equal weight in both bands

## Where does the decay constant turn around inside the gap?

If I continue the conduction-band effective-mass formula down through the gap, the decay constant of an interface state keeps growing all the way to the valence-band edge. There it should have dropped to zero, because the state turns into a propagating valence-band wave. Starting from the valence edge gives the mirror image of the same error.

So I tried two bands, with edges at \(+D\) and \(-D\) and an interband coupling \(Pk\), and put \(k=i\kappa\) for a wave \(e^{-\kappa x}\). Now the off-diagonal elements are \(iP\kappa\) and the matrix is no longer Hermitian. Which real energies survive, where is the decay fastest, and is that also where the state stops being mostly valence-like and becomes mostly conduction-like?

## The decay peaks at midgap, and the band character changes over there

For \(D,P>0\) and real \(\kappa\), the real energies are those with \(E^2=D^2-P^2\kappa^2\). They lie strictly inside the gap exactly when \(\kappa\neq0\). The largest \(|\kappa|\) is \(D/P\), reached only at \(E=0\), and that is also the only energy at which the two bands have equal weight.

**From the wave to the dispersion relation.** Let \(a\) and \(b\) be the amplitudes of the conduction and valence band-edge Bloch functions; the weight of a band here always means the weight of its band-edge function. Since \(-i\,\frac{d}{dx}e^{-\kappa x}=i\kappa e^{-\kappa x}\), the two-band wave equations reduce to

\[
Da+iP\kappa\,b=Ea,\qquad iP\kappa\,a-Db=Eb .
\]

Write them as \((E-D)a=iP\kappa\,b\) and \((E+D)b=iP\kappa\,a\). Multiplying the first by \(E+D\) and inserting the second gives \((E^2-D^2)a=-P^2\kappa^2a\). The same elimination with the roles exchanged gives this equation for \(b\). At least one amplitude is nonzero, so

\[
E^2=D^2-P^2\kappa^2 .
\]

Conversely, suppose this relation holds. If \(E\neq-D\), the vector \((D+E,\;iP\kappa)\) solves both equations: the first becomes \(D(D+E)-P^2\kappa^2=E(D+E)\), which is the relation itself, and the second is an identity. If \(E=-D\), then \(P\kappa=0\) and \((0,1)\) is a solution.

Because \(D>0\), the condition \(|E|<D\) means \(E^2<D^2\), that is \(P^2\kappa^2>0\). With \(P>0\) this says \(\kappa\neq0\).

In factorised form, \(P^2\kappa^2=(D-E)(D+E)\). Near the upper edge the second factor is almost \(2D\), which gives your one-band formula. Its error lower down comes from holding that factor fixed.

**The band weight.** Multiply the first equation by \(\bar a\), the second by \(\bar b\), and add:

\[
(D-E)|a|^2-(D+E)|b|^2+2iP\kappa\,\mathrm{Re}(a\bar b)=0 .
\]

The last term is purely imaginary, so the real part gives \((D-E)|a|^2=(D+E)|b|^2\). Hence

\[
\frac{|a|^2}{|a|^2+|b|^2}=\frac{D+E}{2D},
\]

which equals \(1/2\) exactly when \(E=0\).

**The fastest decay.** From \(P^2\kappa^2=D^2-E^2\le D^2\) we get \(|\kappa|\le D/P\), with equality exactly at \(E=0\). At \(\kappa=D/P\) the first equation becomes \(Da+iDb=0\), so \(b=ia\). The normalised state is \((1,i)/\sqrt2\), up to a phase.

**What the Lean statements say.** `gapHamiltonian D P κ` is the complex \(2\times2\) matrix above, with energy measured from midgap. The full gap is therefore \(2D\), and \(P\) has units of energy times length, with \(\hbar\) and the electron mass absorbed. It stands for the momentum matrix element between the two band-edge states, with its phase chosen to make it real.

`IsEigenstate D P κ E v` says that `v` is nonzero and satisfies the eigenvalue equation with a real energy `E`; `v 0` is \(a\) and `v 1` is \(b\). The vector need not be normalised, so `conductionWeight` divides by the total. For a normalised vector it is simply \(|a|^2\). Both envelopes carry the same exponential, so the weight is the same at every \(x\).

The results read as follows.

- `isEigenstate_iff_wave`: a nonzero vector is an eigenvector exactly when the envelopes \(v\,e^{-\kappa x}\) solve the differential equations at every real \(x\).
- `gap_state_iff`: a real \(E\) is an eigenvalue strictly inside the gap exactly when \(\kappa\neq0\) and the dispersion relation holds.
- `conductionWeight_eq` and `conductionWeight_eq_half_iff`: these give the weight and its midgap value. They need only \(D>0\), and they include the band edges.
- `maximal_decay`: \(D/P\) is the greatest element of the set of \(|\kappa|\) for gap states, and an eigenvector with real energy has this \(|\kappa|\) exactly when \(E=0\).
- `branch_point_state`: at \(\kappa=+D/P\), the eigenvectors with real energy are the nonzero vectors with \(b=ia\), all at \(E=0\).

The model is one-dimensional and has mirror-symmetric bands; the free-electron term in \(k^2\) and all remote bands are left out. Complex energies, which occur for \(|\kappa|>D/P\), are excluded by the type of `E`. Both signs of \(\kappa\) are allowed, although a semiconductor filling \(x>0\) needs \(\kappa>0\) for a decaying state.

```lean
import Mathlib

open Matrix Complex

namespace TwoBandGapStates

noncomputable section

/-- The two-band Hamiltonian with band edges `D` and `-D` and interband coupling `P`,
taken at the imaginary wave number `k = iκ`. -/
def gapHamiltonian (D P κ : ℝ) : Matrix (Fin 2) (Fin 2) ℂ :=
  !![(D : ℂ), I * P * κ; I * P * κ, -(D : ℂ)]

/-- The nonzero amplitude vector `v` (conduction, valence) is an eigenvector of the two-band
Hamiltonian with real energy `E`. -/
def IsEigenstate (D P κ E : ℝ) (v : Fin 2 → ℂ) : Prop :=
  v ≠ 0 ∧ gapHamiltonian D P κ *ᵥ v = (E : ℂ) • v

/-- The share of the conduction band in a nonzero amplitude vector `v`. -/
def conductionWeight (v : Fin 2 → ℂ) : ℝ :=
  normSq (v 0) / (normSq (v 0) + normSq (v 1))

/-- The envelope `c exp(-κx)` with amplitude `c`. -/
def evanescentWave (κ : ℝ) (c : ℂ) (x : ℝ) : ℂ :=
  c * Complex.exp (-(κ : ℂ) * x)

/-- The eigenvalue equation written out for the conduction and valence amplitudes. -/
theorem isEigenstate_iff (D P κ E : ℝ) (v : Fin 2 → ℂ) :
    IsEigenstate D P κ E v ↔ v ≠ 0 ∧
      (D : ℂ) * v 0 + I * P * κ * v 1 = E * v 0 ∧
      I * P * κ * v 0 - D * v 1 = E * v 1 := by
  constructor
  · rintro ⟨hv, h⟩
    have h0 := congrFun h 0
    have h1 := congrFun h 1
    simp [gapHamiltonian, Matrix.mulVec, dotProduct, Fin.sum_univ_two] at h0 h1
    exact ⟨hv, by linear_combination h0, by linear_combination h1⟩
  · rintro ⟨hv, h0, h1⟩
    refine ⟨hv, funext (Fin.forall_fin_two.2 ⟨?_, ?_⟩)⟩
    · simp [gapHamiltonian, Matrix.mulVec, dotProduct, Fin.sum_univ_two]
      linear_combination h0
    · simp [gapHamiltonian, Matrix.mulVec, dotProduct, Fin.sum_univ_two]
      linear_combination h1

/-- The derivative of the envelope `c exp(-κx)` is `-κ` times the envelope. -/
theorem hasDerivAt_evanescentWave (κ : ℝ) (c : ℂ) (x : ℝ) :
    HasDerivAt (evanescentWave κ c) (-(κ : ℂ) * evanescentWave κ c x) x := by
  have h0 : HasDerivAt (fun y : ℝ => (y : ℂ)) 1 x := by
    simpa using (hasDerivAt_id x).ofReal_comp
  have h := ((h0.const_mul (-(κ : ℂ))).cexp).const_mul c
  show HasDerivAt (fun y : ℝ => c * Complex.exp (-(κ : ℂ) * y)) _ x
  exact h.congr_deriv (by unfold evanescentWave; ring)

/-- A nonzero vector is an eigenvector at `k = iκ` exactly when the envelopes `v exp(-κx)` solve
the two-band wave equations in real space, with `k` replaced by `-i d/dx`. -/
theorem isEigenstate_iff_wave (D P κ E : ℝ) (v : Fin 2 → ℂ) :
    IsEigenstate D P κ E v ↔ v ≠ 0 ∧ ∀ x : ℝ,
      (D : ℂ) * evanescentWave κ (v 0) x + P * (-I * deriv (evanescentWave κ (v 1)) x)
        = E * evanescentWave κ (v 0) x ∧
      P * (-I * deriv (evanescentWave κ (v 0)) x) - D * evanescentWave κ (v 1) x
        = E * evanescentWave κ (v 1) x := by
  have hd : ∀ (c : ℂ) (x : ℝ),
      deriv (evanescentWave κ c) x = -(κ : ℂ) * evanescentWave κ c x :=
    fun c x => (hasDerivAt_evanescentWave κ c x).deriv
  have he : ∀ c : ℂ, evanescentWave κ c 0 = c := fun c => by simp [evanescentWave]
  rw [isEigenstate_iff]
  simp only [hd]
  constructor
  · rintro ⟨hv, h0, h1⟩
    refine ⟨hv, fun x => ⟨?_, ?_⟩⟩ <;> unfold evanescentWave
    · linear_combination Complex.exp (-(κ : ℂ) * x) * h0
    · linear_combination Complex.exp (-(κ : ℂ) * x) * h1
  · rintro ⟨hv, h⟩
    -- at x = 0 the envelopes equal their amplitudes
    obtain ⟨h0, h1⟩ := h 0
    simp only [he] at h0 h1
    exact ⟨hv, by linear_combination h0, by linear_combination h1⟩

/-- Every eigenvector with real energy obeys the dispersion relation `E² = D² - P²κ²`. -/
theorem dispersion {D P κ E : ℝ} {v : Fin 2 → ℂ} (h : IsEigenstate D P κ E v) :
    E ^ 2 = D ^ 2 - P ^ 2 * κ ^ 2 := by
  obtain ⟨hv, h0, h1⟩ := (isEigenstate_iff D P κ E v).1 h
  -- eliminate one amplitude in favour of the other
  have ha : ((D : ℂ) ^ 2 - E ^ 2 - P ^ 2 * κ ^ 2) * v 0 = 0 := by
    linear_combination ((D : ℂ) + E) * h0 + I * P * κ * h1 - (P : ℂ) ^ 2 * κ ^ 2 * v 0 * I_sq
  have hb : ((D : ℂ) ^ 2 - E ^ 2 - P ^ 2 * κ ^ 2) * v 1 = 0 := by
    linear_combination I * P * κ * h0 - ((D : ℂ) - E) * h1 - (P : ℂ) ^ 2 * κ ^ 2 * v 1 * I_sq
  by_contra hne
  have hc : (D : ℂ) ^ 2 - E ^ 2 - P ^ 2 * κ ^ 2 ≠ 0 := by
    intro hz
    have hr : D ^ 2 - E ^ 2 - P ^ 2 * κ ^ 2 = 0 := by exact_mod_cast hz
    exact hne (by linarith)
  exact hv (funext (Fin.forall_fin_two.2
    ⟨(mul_eq_zero.1 ha).resolve_left hc, (mul_eq_zero.1 hb).resolve_left hc⟩))

/-- A real energy `E` is an eigenvalue at `k = iκ` exactly when `E² = D² - P²κ²`. -/
theorem exists_eigenstate_iff (D P κ E : ℝ) :
    (∃ v, IsEigenstate D P κ E v) ↔ E ^ 2 = D ^ 2 - P ^ 2 * κ ^ 2 := by
  refine ⟨fun ⟨v, h⟩ => dispersion h, fun hE => ?_⟩
  have hc : (E : ℂ) ^ 2 = D ^ 2 - P ^ 2 * κ ^ 2 := by exact_mod_cast hE
  by_cases h : D + E = 0
  · -- case `E = -D`: the off-diagonal elements vanish and `(0, 1)` is an eigenvector
    have hs : (P * κ) ^ 2 = 0 := by linear_combination (D - E) * h + hE
    have hr : P * κ = 0 := (pow_eq_zero_iff two_ne_zero).1 hs
    have hq : (P : ℂ) * κ = 0 := by exact_mod_cast hr
    have h' : (D : ℂ) + E = 0 := by exact_mod_cast h
    refine ⟨![0, 1], (isEigenstate_iff _ _ _ _ _).2 ⟨fun hz => ?_, ?_, ?_⟩⟩
    · simpa using congrFun hz 1
    · show (D : ℂ) * 0 + I * P * κ * 1 = E * 0
      linear_combination I * hq
    · show I * P * κ * 0 - (D : ℂ) * 1 = E * 1
      linear_combination -h'
  · refine ⟨![(D : ℂ) + E, I * P * κ], (isEigenstate_iff _ _ _ _ _).2 ⟨fun hz => h ?_, ?_, ?_⟩⟩
    · have h' : (D : ℂ) + E = 0 := congrFun hz 0
      exact_mod_cast h'
    · show (D : ℂ) * (D + E) + I * P * κ * (I * P * κ) = E * (D + E)
      linear_combination -hc + (P : ℂ) ^ 2 * κ ^ 2 * I_sq
    · show I * P * κ * ((D : ℂ) + E) - D * (I * P * κ) = E * (I * P * κ)
      ring

/-- For `D, P > 0`, a real `E` is an eigenvalue strictly inside the gap exactly when `κ` is
nonzero and `E² = D² - P²κ²`. -/
theorem gap_state_iff {D P : ℝ} (hD : 0 < D) (hP : 0 < P) (κ E : ℝ) :
    ((∃ v, IsEigenstate D P κ E v) ∧ |E| < D) ↔
      κ ≠ 0 ∧ E ^ 2 = D ^ 2 - P ^ 2 * κ ^ 2 := by
  rw [exists_eigenstate_iff]
  constructor
  · rintro ⟨hE, hlt⟩
    refine ⟨?_, hE⟩
    rintro rfl
    obtain ⟨h1, h2⟩ := abs_lt.1 hlt
    have := mul_pos (sub_pos.2 h2) (by linarith : 0 < D + E)
    nlinarith
  · rintro ⟨hκ, hE⟩
    have : 0 < P ^ 2 * κ ^ 2 := by positivity
    exact ⟨hE, abs_lt_of_sq_lt_sq (by linarith) hD.le⟩

/-- For `D > 0`, every eigenvector with real energy `E` has conduction weight `(D + E)/(2D)`. -/
theorem conductionWeight_eq {D P κ E : ℝ} {v : Fin 2 → ℂ} (hD : 0 < D)
    (h : IsEigenstate D P κ E v) : conductionWeight v = (D + E) / (2 * D) := by
  obtain ⟨hv, h0, h1⟩ := (isEigenstate_iff D P κ E v).1 h
  have hsum : 0 < normSq (v 0) + normSq (v 1) := by
    by_contra hn
    have n0 := normSq_nonneg (v 0)
    have n1 := normSq_nonneg (v 1)
    exact hv (funext (Fin.forall_fin_two.2
      ⟨normSq_eq_zero.1 (by linarith), normSq_eq_zero.1 (by linarith)⟩))
  -- contract each equation with its own conjugate amplitude and take real parts
  have key : (D - E) * normSq (v 0) = (D + E) * normSq (v 1) := by
    have r0 := congrArg Complex.re h0
    have i0 := congrArg Complex.im h0
    have r1 := congrArg Complex.re h1
    have i1 := congrArg Complex.im h1
    simp only [add_re, add_im, sub_re, sub_im, mul_re, mul_im, I_re, I_im,
      ofReal_re, ofReal_im] at r0 i0 r1 i1
    rw [normSq_apply, normSq_apply]
    linear_combination (v 0).re * r0 + (v 0).im * i0 + (v 1).re * r1 + (v 1).im * i1
  unfold conductionWeight
  rw [div_eq_div_iff hsum.ne' (by positivity)]
  linear_combination key

/-- For `D > 0`, an eigenvector with real energy `E` is shared equally between the two bands
exactly when `E = 0`. -/
theorem conductionWeight_eq_half_iff {D P κ E : ℝ} {v : Fin 2 → ℂ} (hD : 0 < D)
    (h : IsEigenstate D P κ E v) : conductionWeight v = 1 / 2 ↔ E = 0 := by
  rw [conductionWeight_eq hD h, div_eq_div_iff (by positivity) two_ne_zero]
  constructor <;> intro h' <;> linarith

/-- For `D, P > 0`, the largest `|κ|` among states with energy strictly inside the gap is `D/P`,
and an eigenvector with real energy `E` has `|κ| = D/P` exactly when `E = 0`. -/
theorem maximal_decay {D P : ℝ} (hD : 0 < D) (hP : 0 < P) :
    IsGreatest {q : ℝ | ∃ κ E v, |E| < D ∧ IsEigenstate D P κ E v ∧ q = |κ|} (D / P) ∧
      ∀ κ E v, IsEigenstate D P κ E v → (|κ| = D / P ↔ E = 0) := by
  refine ⟨⟨?_, ?_⟩, ?_⟩
  · have hPD : P * (D / P) = D := by field_simp
    obtain ⟨v, hv⟩ := (exists_eigenstate_iff D P (D / P) 0).2
      (by linear_combination (P * (D / P) + D) * hPD)
    exact ⟨D / P, 0, v, by simpa using hD, hv, (abs_of_pos (div_pos hD hP)).symm⟩
  · rintro q ⟨κ, E, v, _, h, rfl⟩
    rw [le_div_iff₀ hP]
    refine (sq_le_sq₀ (by positivity) hD.le).1 ?_
    rw [mul_pow, sq_abs]
    nlinarith [sq_nonneg E, dispersion h]
  · intro κ E v h
    have en := dispersion h
    rw [eq_div_iff hP.ne']
    constructor
    · intro hk
      have hs : E ^ 2 = 0 := by
        rw [en, ← sq_abs κ, ← hk]
        ring
      exact (pow_eq_zero_iff two_ne_zero).1 hs
    · intro hE
      refine (sq_eq_sq₀ (by positivity) hD.le).1 ?_
      rw [mul_pow, sq_abs]
      linear_combination en - E * hE

/-- For `D, P > 0` and `κ = D/P`, the eigenvectors with real energy are exactly the nonzero
multiples of `(1, i)`, and their energy is zero. -/
theorem branch_point_state {D P : ℝ} (hD : 0 < D) (hP : 0 < P) (E : ℝ) (v : Fin 2 → ℂ) :
    IsEigenstate D P (D / P) E v ↔ v ≠ 0 ∧ E = 0 ∧ v 1 = I * v 0 := by
  have hPD : P * (D / P) = D := by field_simp
  have hq : (P : ℂ) * ((D / P : ℝ) : ℂ) = D := by rw [← ofReal_mul, hPD]
  constructor
  · intro h
    have hE : E = 0 := ((maximal_decay hD hP).2 _ _ _ h).1 (abs_of_pos (div_pos hD hP))
    have hE' : (E : ℂ) = 0 := by rw [hE, ofReal_zero]
    obtain ⟨hv, h0, -⟩ := (isEigenstate_iff _ _ _ _ _).1 h
    have hz : (D : ℂ) * (v 1 - I * v 0) = 0 := by
      linear_combination -I * h0 + (P : ℂ) * ((D / P : ℝ) : ℂ) * v 1 * I_sq
        - v 1 * hq - I * v 0 * hE'
    have hD' : (D : ℂ) ≠ 0 := ofReal_ne_zero.2 hD.ne'
    exact ⟨hv, hE, sub_eq_zero.1 ((mul_eq_zero.1 hz).resolve_left hD')⟩
  · rintro ⟨hv, hE, h1⟩
    have hE' : (E : ℂ) = 0 := by rw [hE, ofReal_zero]
    refine (isEigenstate_iff _ _ _ _ _).2 ⟨hv, ?_, ?_⟩
    · rw [h1, hE']
      linear_combination (P : ℂ) * ((D / P : ℝ) : ℂ) * v 0 * I_sq - v 0 * hq
    · rw [h1, hE']
      linear_combination I * v 0 * hq

end

end TwoBandGapStates
```

```lean
#print axioms TwoBandGapStates.isEigenstate_iff_wave
-- 'TwoBandGapStates.isEigenstate_iff_wave' depends on axioms: [propext, Classical.choice, Quot.sound]
#print axioms TwoBandGapStates.gap_state_iff
-- 'TwoBandGapStates.gap_state_iff' depends on axioms: [propext, Classical.choice, Quot.sound]
#print axioms TwoBandGapStates.conductionWeight_eq_half_iff
-- 'TwoBandGapStates.conductionWeight_eq_half_iff' depends on axioms: [propext, Classical.choice, Quot.sound]
#print axioms TwoBandGapStates.branch_point_state
-- 'TwoBandGapStates.branch_point_state' depends on axioms: [propext, Classical.choice, Quot.sound]
```

**How the code carries out these steps.** `isEigenstate_iff` multiplies out the matrix and leaves the two component equations, which the later proofs use. `hasDerivAt_evanescentWave` differentiates the exponential. In `isEigenstate_iff_wave`, one direction multiplies the component equations by \(e^{-\kappa x}\), and the other evaluates the wave equations at \(x=0\).

In `dispersion`, the two `linear_combination` calls are the eliminations for \(a\) and \(b\): the multipliers are written out, and `I_sq` supplies \(i^2=-1\). If the relation failed, both amplitudes would vanish, contradicting `v ≠ 0`. `exists_eigenstate_iff` adds the converse, splitting on `D + E = 0` and using the two explicit vectors given above.

For `gap_state_iff`, setting \(\kappa=0\) would give \(E^2=D^2\), which contradicts \((D-E)(D+E)>0\). In the other direction, `positivity` shows \(P^2\kappa^2>0\), and a comparison of squares gives \(|E|<D\).

In `conductionWeight_eq`, `hsum` shows that the total weight is positive. The identity `key` is the real part of the contracted equations, assembled from their real and imaginary components; cross-multiplication then gives the fraction. The half-weight statement follows by linear arithmetic.

`maximal_decay` obtains a state at \(E=0\) from the existence theorem, so the maximum is attained. The upper bound and the equality case compare \((P|\kappa|)^2\) with \(D^2\). `branch_point_state` takes \(E=0\) from there and solves the first component equation; for the converse it substitutes \(b=ia\) into both.

**Why the coupling must be nonzero.** Take \(D=1\), \(P=0\), \(\kappa=1\) and \(E=1\). Then \(\kappa\neq0\) and \(E^2=D^2-P^2\kappa^2\), but \(E\) sits on the band edge, not inside the gap. The criterion in `gap_state_iff` therefore needs \(P\neq0\).

**At a metal contact.** Within this symmetric two-band model, \(E=0\) is the branch point used in discussions of metal-induced gap states and charge neutrality at Schottky contacts. A real semiconductor has less symmetric bands, and its branch point need not lie at midgap. Describing a contact also takes the matching of the bulk solutions to the metal's wave functions at the interface. That matching decides which gap states are present and how strongly, and a barrier height would further require their occupation and the resulting charge.
